# Mean-field Ising duality: for \(J>0\) the magnetisation and auxiliary-field functionals have the same minimum

Let \(J>0\) and \(B\) be real numbers, and set
\[
I(m)=\tfrac12\big[(1+m)\log(1+m)+(1-m)\log(1-m)\big],
\]
\[
F(m)=I(m)-\tfrac12 Jm^2-Bm \quad (-1<m<1),\qquad G(h)=\frac{h^2}{2J}-\log\cosh(h+B)\quad (h\in\mathbb R).
\]
Then \(F\) and \(G\) both attain a least value, the two values are equal, and the common value is \(F(m)\) for some \(m\) with \(m=\tanh(Jm+B)\). At \(B=0\) this gives \(\inf_m\,[I(m)-Jm^2/2]=\inf_h\,[h^2/(2J)-\log\cosh h]\).

The two functions come from \(N\) spins \(\sigma_i=\pm1\), all coupled equally, with energy \(-\frac{J}{2N}\big(\sum_i\sigma_i\big)^2-B\sum_i\sigma_i\) in units of \(k_BT\). The condition \(J>0\) says that the coupling is ferromagnetic, favouring alignment. Sorting the configurations by their magnetisation \(m=\frac1N\sum_i\sigma_i\) leads at large \(N\) to minimising \(F\); writing the squared term as a Gaussian integral over a field \(h\) leads to minimising \(G\). The theorems start from \(F\) and \(G\) as given functions, and the large-\(N\) limit, like the later remarks on negative \(J\), on the numerical case and on the closed interval, is ordinary mathematics that was not put through Lean. Auxiliary-field methods in electronic structure often decouple a two-body interaction by a Gaussian identity of this kind, and mean-field solutions then appear as saddle points; a squared term that enters the energy with a positive sign couples to the field through a factor \(i\), and the saddle point is then not a minimum over a real field as it is here; the result here concerns only a classical, infinite-range model with one order parameter and one real field.

## The three functions

```lean
import Mathlib

open Real Set

namespace MeanFieldDuality

noncomputable section
```

The line `open Real Set` lets `log`, `exp`, `cosh` and `tanh` stand for the real functions, with the natural logarithm, and gives short names to intervals: `Ioo a b` is the open interval \((a,b)\) and `Icc a b` the closed interval \([a,b]\).

```lean
/-- Entropy cost per spin of a magnetisation `m` of Ising spins. -/
def entropyCost (m : ℝ) : ℝ :=
  ((1 + m) * log (1 + m) + (1 - m) * log (1 - m)) / 2
```

This is \(I(m)\). With the spin probabilities \(p_\pm=(1\pm m)/2\) and the entropy per spin \(s=-p_+\log p_+-p_-\log p_-\), one has \(I=\log2-s\): the entropy lost relative to the unpolarised state, so \(I(0)=0\). The definition accepts any real `m`; the restriction to \((-1,1)\) is imposed in the theorems.

```lean
/-- Mean-field free energy as a function of the magnetisation `m`, for coupling `J` and
external field `B` in units of the temperature. -/
def magFunctional (J B m : ℝ) : ℝ :=
  entropyCost m - J * m ^ 2 / 2 - B * m
```

Lean writes function arguments without brackets, so `magFunctional J B m` is \(F(m)\) at coupling \(J\) and field \(B\). The temperature and the magnetic moment are absorbed in \(J\) and \(B\), positive \(B\) favours positive \(m\), and the constant \(-\log 2\) of the free energy per spin is left out.

```lean
/-- Mean-field free energy as a function of the auxiliary field `h`, for coupling `J` and
external field `B` in units of the temperature. -/
def fieldFunctional (J B h : ℝ) : ℝ :=
  h ^ 2 / (2 * J) - log (cosh (h + B))
```

This is \(G(h)\), with the same constant left out. The variable \(h\) is the internal field alone; a spin feels the total field \(h+B\), and \(\log\cosh(h+B)\) equals \(\log(Z/2)\), where \(Z=2\cosh(h+B)\) is its partition function.

The link between \(F\) and \(G\) is the function of both variables
\[
\Phi(m,h)=I(m)-(h+B)\,m+\frac{h^2}{2J}.
\]
Minimising over \(h\) puts \(h=Jm\) and leaves \(F(m)\); minimising over \(m\) leaves \(G(h)\), because \(\log\cosh\) is the Legendre transform of \(I\). The file never names \(\Phi\). Its first two theorems carry out the minimisation over \(m\); the next two compare \(G\) with \(F\) by setting \(h=Jm\) and by completing the square in \(h\) at \(m=\tanh(h+B)\).

## \(\log\cosh\) as the Legendre transform of \(I\)

```lean
/-- Fenchel-Young inequality: `x m - log cosh x` never exceeds the entropy cost of a
magnetisation `m` in `(-1, 1)`. -/
theorem fenchel_young (x : ℝ) {m : ℝ} (hm : m ∈ Ioo (-1 : ℝ) 1) :
    x * m - log (cosh x) ≤ entropyCost m := by
  have hc : 0 < cosh x := Real.cosh_pos x
  -- log u ≤ u - 1 at u = exp y / (cosh x * p), multiplied by the weight p
  have key : ∀ p y : ℝ, 0 < p →
      p * (y - (log (cosh x) + log p)) ≤ exp y / cosh x - p := by
    intro p y hp
    have h1 := Real.log_le_sub_one_of_pos
      (show 0 < exp y / (cosh x * p) by positivity)
    rw [Real.log_div (Real.exp_pos y).ne' (mul_pos hc hp).ne', Real.log_exp,
      Real.log_mul hc.ne' hp.ne'] at h1
    have h2 := mul_le_mul_of_nonneg_left h1 hp.le
    have h3 : p * (exp y / (cosh x * p) - 1) = exp y / cosh x - p := by
      field_simp
    exact h2.trans h3.le
  have hup := key (1 + m) x (by linarith [hm.1])
  have hdown := key (1 - m) (-x) (by linarith [hm.2])
  have hsum : exp x / cosh x + exp (-x) / cosh x = 2 := by
    rw [← add_div, div_eq_iff hc.ne', Real.cosh_eq]
    ring
  unfold entropyCost
  linarith
```

Everything before the colon that opens the claim is data or assumption: a real `x`, a real `m`, and the hypothesis \(-1<m<1\), which is given the name `hm`. Braces around `m` mean that Lean infers it from `hm`. The claim is
\[
xm-\log\cosh x\le I(m).
\]
By hand, take \(p>0\) and a real \(y\), apply \(\log u\le u-1\) to \(u=e^{y}/(p\cosh x)\), and multiply by \(p\):
\[
p\,\big(y-\log\cosh x-\log p\big)\le \frac{e^{y}}{\cosh x}-p .
\]
Use this for the up state, \((p,y)=(1+m,\,x)\), and for the down state, \((p,y)=(1-m,\,-x)\), and add. The left sides sum to \(2xm-2\log\cosh x-2I(m)\). The right sides sum to \((e^{x}+e^{-x})/\cosh x-2=0\). The weights are unnormalised: \(1\pm m\) is twice \(p_\pm\), and \(e^{\pm x}/\cosh x\) is twice the Boltzmann probability \(e^{\pm x}/(2\cosh x)\) of a spin in the field \(x\).

In the proof, each `have` records an intermediate claim under a name; a leading `h` in `hc` or `h1` is a naming habit and has nothing to do with the field \(h\). The claim `key` is the displayed inequality: `Real.log_le_sub_one_of_pos` supplies \(\log u\le u-1\), `rw` splits the logarithm, and `field_simp` clears the denominator after multiplication by \(p\). The two instances are `hup` and `hdown`, where `hm.1` and `hm.2` are \(-1<m\) and \(m<1\) and make the weights positive. The final `linarith`, which searches for a linear combination of the known inequalities, performs the addition with `hsum`.

```lean
/-- The magnetisation `tanh x` lies in `(-1, 1)` and its entropy cost equals
`x tanh x - log cosh x`. -/
theorem entropyCost_tanh (x : ℝ) :
    tanh x ∈ Ioo (-1 : ℝ) 1 ∧ entropyCost (tanh x) = x * tanh x - log (cosh x) := by
  have hc : 0 < cosh x := Real.cosh_pos x
  have h1 : 1 + tanh x = exp x / cosh x := by
    rw [Real.tanh_eq_sinh_div_cosh, ← Real.cosh_add_sinh]
    field_simp
  have h2 : 1 - tanh x = exp (-x) / cosh x := by
    rw [Real.tanh_eq_sinh_div_cosh, ← Real.cosh_sub_sinh]
    field_simp
  have p1 : 0 < exp x / cosh x := by positivity
  have p2 : 0 < exp (-x) / cosh x := by positivity
  have l1 : log (1 + tanh x) = x - log (cosh x) := by
    rw [h1, Real.log_div (Real.exp_pos _).ne' hc.ne', Real.log_exp]
  have l2 : log (1 - tanh x) = -x - log (cosh x) := by
    rw [h2, Real.log_div (Real.exp_pos _).ne' hc.ne', Real.log_exp]
  refine ⟨⟨by linarith, by linarith⟩, ?_⟩
  unfold entropyCost
  rw [l1, l2]
  ring
```

The symbol `∧` is "and": \(\tanh x\in(-1,1)\), and \(I(\tanh x)=x\tanh x-\log\cosh x\). From \(\cosh x\pm\sinh x=e^{\pm x}\),
\[
1\pm\tanh x=\frac{e^{\pm x}}{\cosh x}>0,\qquad \log(1\pm\tanh x)=\pm x-\log\cosh x .
\]
The positivity gives the interval. With \(t=\tanh x\), the logarithms give
\[
I(t)=\tfrac12\big[(1+t)(x-\log\cosh x)+(1-t)(-x-\log\cosh x)\big]=xt-\log\cosh x .
\]
The names `h1`, `h2` hold the two quotients, `l1`, `l2` the two logarithms, and `ring` expands the last line. Read together, the two theorems say that \(xm-I(m)\) is at most \(\log\cosh x\) on \((-1,1)\) and reaches it at \(m=\tanh x\).

## Passing between \(F\) and \(G\)

```lean
/-- The field functional at `h = J m` is at most the magnetisation functional at `m`,
for `m` in `(-1, 1)`. -/
theorem field_le_mag {J : ℝ} (hJ : J ≠ 0) (B : ℝ) {m : ℝ} (hm : m ∈ Ioo (-1 : ℝ) 1) :
    fieldFunctional J B (J * m) ≤ magFunctional J B m := by
  have h1 := fenchel_young (J * m + B) hm
  have h2 : (J * m) ^ 2 / (2 * J) = J * m ^ 2 / 2 := by
    field_simp
  unfold fieldFunctional magFunctional
  rw [h2]
  linarith
```

For \(J\ne0\) and \(-1<m<1\), \(G(Jm)\le F(m)\). Put \(x=Jm+B\) in the inequality above, so that \(-\log\cosh(Jm+B)\le I(m)-Jm^2-Bm\), and add \((Jm)^2/(2J)=Jm^2/2\) to both sides:
\[
G(Jm)=\tfrac12Jm^2-\log\cosh(Jm+B)\le I(m)-\tfrac12Jm^2-Bm=F(m).
\]
In Lean, `h1` is the substituted inequality and `h2` the cancellation of \(J\), the one step that uses `hJ`; `unfold` replaces the two functionals by their formulas. The sign of \(J\) plays no part yet.

```lean
/-- The field functional at `h` equals the magnetisation functional at `t = tanh (h + B)`
plus `(h - J t)² / (2 J)`. -/
theorem field_eq_mag_add_sq {J : ℝ} (hJ : J ≠ 0) (B h : ℝ) :
    fieldFunctional J B h =
      magFunctional J B (tanh (h + B)) + (h - J * tanh (h + B)) ^ 2 / (2 * J) := by
  unfold fieldFunctional magFunctional
  rw [(entropyCost_tanh (h + B)).2]
  field_simp
  ring
```

For \(J\neq0\), any real \(h\), and \(t=\tanh(h+B)\),
\[
G(h)=F(t)+\frac{(h-Jt)^2}{2J}.
\]
The equality case gives \(I(t)=(h+B)t-\log\cosh(h+B)\), hence \(F(t)=ht-\tfrac12Jt^2-\log\cosh(h+B)\). Adding \((h-Jt)^2/(2J)=h^2/(2J)-ht+\tfrac12Jt^2\) cancels the terms in \(t\) and leaves \(G(h)\). The expression `(entropyCost_tanh (h + B)).2` selects the second half of the earlier conjunction, and `field_simp` with `ring` completes the square.

For \(J>0\) the square term is non-negative, and the last two results combine into the chain on which the rest depends:
\[
G(Jt)\le F(t)\le G(h),\qquad t=\tanh(h+B).
\]
The update \(h\mapsto J\tanh(h+B)\) therefore never raises \(G\).

## Minimisers are self-consistent

```lean
/-- For `J > 0` a global minimiser `h` of the field functional satisfies
`h = J tanh (h + B)`. -/
theorem field_minimiser_selfconsistent {J : ℝ} (hJ : 0 < J) (B h : ℝ)
    (hmin : ∀ k, fieldFunctional J B h ≤ fieldFunctional J B k) :
    h = J * tanh (h + B) := by
  have h1 := field_eq_mag_add_sq hJ.ne' B h
  have h2 := field_le_mag hJ.ne' B (entropyCost_tanh (h + B)).1
  have h3 := hmin (J * tanh (h + B))
  -- the square is squeezed to zero
  have h4 : (h - J * tanh (h + B)) ^ 2 / (2 * J) ≤ 0 := by linarith
  rw [div_le_iff₀ (by positivity), zero_mul] at h4
  have h5 : (h - J * tanh (h + B)) ^ 2 = 0 := le_antisymm h4 (sq_nonneg _)
  have h6 : h - J * tanh (h + B) = 0 := (pow_eq_zero_iff two_ne_zero).1 h5
  linarith
```

The hypothesis `hmin` reads: \(G(h)\le G(k)\) for all real \(k\), a global minimum. Choosing \(k=Jt\),
\[
F(t)+\frac{(h-Jt)^2}{2J}=G(h)\le G(Jt)\le F(t),
\]
so \((h-Jt)^2/(2J)\le0\). Multiplying by \(2J>0\) gives \((h-Jt)^2\le 0\), hence \(h=J\tanh(h+B)\). The equality and the two inequalities are `h1`, `h3` and `h2`; `h4` to `h6` reduce the square to zero. No derivative is taken. The term `hJ.ne'` turns \(J>0\) into the \(J\ne0\) that the previous theorems ask for.

```lean
/-- For `J > 0`, if `m` minimises the magnetisation functional on `(-1, 1)`, then `J m`
minimises the field functional and `m = tanh (J m + B)`. -/
theorem mag_minimiser_selfconsistent {J : ℝ} (hJ : 0 < J) (B : ℝ) {m : ℝ}
    (hm : m ∈ Ioo (-1 : ℝ) 1)
    (hmin : ∀ n ∈ Ioo (-1 : ℝ) 1, magFunctional J B m ≤ magFunctional J B n) :
    (∀ k, fieldFunctional J B (J * m) ≤ fieldFunctional J B k) ∧ m = tanh (J * m + B) := by
  have hG : ∀ k, fieldFunctional J B (J * m) ≤ fieldFunctional J B k := by
    intro k
    have h1 := field_le_mag hJ.ne' B hm
    have h2 := hmin _ (entropyCost_tanh (k + B)).1
    have h3 := field_eq_mag_add_sq hJ.ne' B k
    have h4 : 0 ≤ (k - J * tanh (k + B)) ^ 2 / (2 * J) := by positivity
    linarith
  exact ⟨hG, mul_left_cancel₀ hJ.ne' (field_minimiser_selfconsistent hJ B _ hG)⟩
```

Now \(m\in(-1,1)\) minimises \(F\) over \((-1,1)\). For any real \(k\), with \(t=\tanh(k+B)\),
\[
G(Jm)\le F(m)\le F(t)\le G(k).
\]
These steps are `h1`, then `h2` (minimality, applicable since \(t\) lies in the interval), then `h3` with `h4`, where `positivity` recognises a square over \(2J\) as non-negative. So \(Jm\) minimises \(G\), the preceding theorem gives \(Jm=J\tanh(Jm+B)\), and `mul_left_cancel₀` divides by \(J\). The implication runs one way: minimisers solve the mean-field equation, and nothing is claimed about its other solutions.

## Existence of the minimum

```lean
/-- For `J > 0` the field functional has a global minimiser. -/
theorem exists_field_minimiser {J : ℝ} (hJ : 0 < J) (B : ℝ) :
    ∃ h, ∀ k, fieldFunctional J B h ≤ fieldFunctional J B k := by
  have hc : Continuous fun h : ℝ => cosh (h + B) := by fun_prop
  have hG : Continuous (fieldFunctional J B) := by
    show Continuous fun h : ℝ => h ^ 2 / (2 * J) - log (cosh (h + B))
    exact ((continuous_pow 2).div_const _).sub
      (hc.log fun x => (Real.cosh_pos (x + B)).ne')
  obtain ⟨h, -, hh⟩ := (isCompact_Icc (a := -J) (b := J)).exists_isMinOn
    ⟨0, by linarith, by linarith⟩ hG.continuousOn
  refine ⟨h, fun k => ?_⟩
  -- the update k ↦ J tanh (k + B) does not raise the functional and lands in [-J, J]
  have ht := (entropyCost_tanh (k + B)).1
  have hmem : J * tanh (k + B) ∈ Icc (-J) J :=
    ⟨by nlinarith [ht.1], by nlinarith [ht.2]⟩
  have h1 := isMinOn_iff.1 hh _ hmem
  have h2 := field_le_mag hJ.ne' B ht
  have h3 := field_eq_mag_add_sq hJ.ne' B k
  have h4 : 0 ≤ (k - J * tanh (k + B)) ^ 2 / (2 * J) := by positivity
  linarith
```

For \(J>0\) there is an \(h\) with \(G(h)\le G(k)\) for all \(k\). The function \(G\) is continuous because \(\cosh>0\), so it has a minimiser \(h\) on the compact interval \([-J,J]\), which is non-empty as it contains \(0\). For an arbitrary real \(k\) and \(t=\tanh(k+B)\), the point \(Jt\) lies in \([-J,J]\) since \(|t|<1\), and
\[
G(h)\le G(Jt)\le F(t)\le G(k).
\]
The minimiser on the interval is thus global, with no estimate of \(G\) at large \(|h|\). Continuity is `hG`; `exists_isMinOn` is the extreme value theorem, and `obtain` unpacks its output into the point `h` and the property `hh`. In `hmem` the tactic `nlinarith`, which may multiply hypotheses, forms \(J(1\pm t)>0\).

## Equality of the two minima

```lean
/-- Mean-field duality: for `J > 0` there is `m` in `(-1, 1)` with `m = tanh (J m + B)` whose
free energy is both the least value of the magnetisation functional on `(-1, 1)` and the
least value of the field functional on the real line. -/
theorem mean_field_duality {J : ℝ} (hJ : 0 < J) (B : ℝ) :
    ∃ m ∈ Ioo (-1 : ℝ) 1, m = tanh (J * m + B) ∧
      IsLeast (magFunctional J B '' Ioo (-1) 1) (magFunctional J B m) ∧
      IsLeast (range (fieldFunctional J B)) (magFunctional J B m) := by
  obtain ⟨h, hh⟩ := exists_field_minimiser hJ B
  have hsc := field_minimiser_selfconsistent hJ B h hh
  have ht := (entropyCost_tanh (h + B)).1
  have hz : h - J * tanh (h + B) = 0 := by linarith
  have e : fieldFunctional J B h = magFunctional J B (tanh (h + B)) := by
    rw [field_eq_mag_add_sq hJ.ne' B h, hz]
    simp
  refine ⟨tanh (h + B), ht, by rw [← hsc], ⟨⟨_, ht, rfl⟩, ?_⟩, ⟨⟨h, e⟩, ?_⟩⟩
  · rintro _ ⟨n, hn, rfl⟩
    rw [← e]
    exact (hh (J * n)).trans (field_le_mag hJ.ne' B hn)
  · rintro _ ⟨k, rfl⟩
    rw [← e]
    exact hh k
```

The notation `f '' S` is the set of values of `f` on `S`, and `range f` the set of all its values. `IsLeast A a` means that \(a\) belongs to \(A\) and is a lower bound of \(A\). The theorem says: for \(J>0\) and any \(B\) there is \(m\in(-1,1)\) with \(m=\tanh(Jm+B)\) such that the number \(F(m)\) is the least value of \(F\) on \((-1,1)\) and also the least value of \(G\) on \(\mathbb R\).

By hand, let \(h\) minimise \(G\) and put \(m=\tanh(h+B)\). Then \(h=Jm\), which gives \(m=\tanh(Jm+B)\) and makes the square vanish, so \(G(h)=F(m)\); this is `e`. For any \(n\in(-1,1)\), \(F(m)=G(h)\le G(Jn)\le F(n)\), and for any real \(k\), \(F(m)=G(h)\le G(k)\). The `refine` line hands over the witness \(m\), the self-consistency and the two memberships, and leaves two holes `?_`, the lower-bound claims. In each, `rintro` takes an arbitrary element of the set and writes it as \(F(n)\) or \(G(k)\).

The theorem does not assert that \(m\) is unique, gives no formula for the common value, and does not locate the ordering transition. For \(J<0\) the picture changes: \(h^2/(2J)\) drives \(G\) to \(-\infty\) while \(F\) stays bounded.

```lean
/-- Zero external field: for `J > 0` the functions `I(m) - J m² / 2` on `(-1, 1)` and
`h² / (2 J) - log cosh h` on the real line are bounded below and have the same infimum. -/
theorem mean_field_duality_zero_field {J : ℝ} (hJ : 0 < J) :
    BddBelow ((fun m => entropyCost m - J * m ^ 2 / 2) '' Ioo (-1) 1) ∧
    BddBelow (range fun h : ℝ => h ^ 2 / (2 * J) - log (cosh h)) ∧
    sInf ((fun m => entropyCost m - J * m ^ 2 / 2) '' Ioo (-1) 1) =
      sInf (range fun h : ℝ => h ^ 2 / (2 * J) - log (cosh h)) := by
  have eF : (fun m => entropyCost m - J * m ^ 2 / 2) = magFunctional J 0 := by
    funext m
    simp [magFunctional]
  have eG : (fun h : ℝ => h ^ 2 / (2 * J) - log (cosh h)) = fieldFunctional J 0 := by
    funext h
    simp [fieldFunctional]
  obtain ⟨m, -, -, h1, h2⟩ := mean_field_duality hJ 0
  rw [eF, eG]
  exact ⟨⟨_, h1.2⟩, ⟨_, h2.2⟩, h1.csInf_eq.trans h2.csInf_eq.symm⟩

end

end MeanFieldDuality
```

Here `fun m => ...` is the map \(m\mapsto\dots\), `BddBelow` means bounded below and `sInf` is the infimum of a set of reals. The three claims are that \(I(m)-Jm^2/2\) is bounded below on \((-1,1)\), that \(h^2/(2J)-\log\cosh h\) is bounded below on \(\mathbb R\), and that the infima agree. Boundedness is stated because Lean gives `sInf` of a set unbounded below the value \(0\), so that the equation alone could hold for an empty reason. The steps `eF` and `eG` identify the two expressions with \(F\) and \(G\) at \(B=0\), and `csInf_eq` says that a least element is the infimum; both infima equal the same \(F(m)\).

```lean
#print axioms MeanFieldDuality.mag_minimiser_selfconsistent
#print axioms MeanFieldDuality.mean_field_duality
#print axioms MeanFieldDuality.mean_field_duality_zero_field
```

```
'MeanFieldDuality.mag_minimiser_selfconsistent' depends on axioms: [propext, Classical.choice, Quot.sound]
'MeanFieldDuality.mean_field_duality' depends on axioms: [propext, Classical.choice, Quot.sound]
'MeanFieldDuality.mean_field_duality_zero_field' depends on axioms: [propext, Classical.choice, Quot.sound]
```

## The case \(J=\tfrac53\log2\), \(B=0\)

Since \(\tanh(\log2)=3/5\) and \(\cosh(\log 2)=5/4\), the coupling \(J=\tfrac53\log2\approx1.15525\) has \(m=3/5\) as a solution of \(m=\tanh(Jm)\), with \(h=Jm=\log2\). On the magnetisation side,
\[
I(\tfrac35)=\tfrac12\,(1.6\log1.6+0.4\log0.4)\approx0.19274,\qquad \tfrac12Jm^2=0.3\log2\approx0.20794,
\]
so \(F(3/5)\approx-0.01520\). On the field side,
\[
G(\log2)=0.3\log2-\log\tfrac54\approx0.20794-0.22314=-0.01520 .
\]
Because \(\tanh\) is odd and strictly concave for positive argument, the solutions are \(m=0\) and \(m=\pm3/5\). The solution \(m=0\) has \(F(0)=G(0)=0\), which is higher, so it is self-consistent without being a minimiser, and the minimum is reached at the two points \(\pm3/5\).

Away from the minimum the square term is visible. At \(h=\log3\) one has \(t=4/5\) and \(\cosh h=5/3\), so \(G\approx0.52238-0.51083=0.01155\). Also \(F(4/5)\approx0.36806-0.36968\approx-0.00161\) and \((h-Jt)^2/(2J)\approx0.17442^2/2.31049\approx0.01317\), which add up to \(G\) within rounding.

## The closed interval \([-1,1]\)

The magnetisation might have been allowed to range over `Icc (-1) 1`, which admits the fully polarised states. The definition of `entropyCost` evaluates to \(\log2\) at \(m=\pm1\), the limiting value, since the term with the vanishing prefactor drops out. The proof of `fenchel_young` would need a separate case there, because `key` requires \(p>0\); the inequality becomes \(\pm x-\log\cosh x\le\log2\), which holds strictly as \(2\cosh x>e^{\pm x}\). Then \(G(\pm J)<F(\pm1)\), so the endpoints lie above the minimum of \(G\), and neither the least value nor the minimisers would change. Existence could then be drawn from the compactness of \([-1,1]\) and the continuity of \(F\) up to the endpoints, in place of the interval \([-J,J]\) for \(G\).
